# Band-energy shift in one scattering channel with a continuous, bounded phase shift

Put free electrons of energy $k^2/2$ (units $\hbar=m=1$) in a box of length $L_N=N\pi/k_F$, with $k_F>0$ and $N\ge 1$. The free wavenumbers are $q_{N,n}=n\pi/L_N=nk_F/N$ for $1\le n\le N$, so the highest is $k_F$. Let a scatterer add a constant phase $\delta_0$, so that the new wavenumbers satisfy $k_{N,n}L_N+\delta_0=n\pi$. Each wavenumber moves by $-\delta_0/L_N$, and the summed energy change is

$$\sum_{n=1}^N\frac{k_{N,n}^2-q_{N,n}^2}{2}
=-\frac{\delta_0}{L_N}\sum_{n=1}^N q_{N,n}+\frac{N\delta_0^2}{2L_N^2}
=-\frac{\delta_0k_F^2}{2\pi}\,\frac{N+1}{N}+\frac{\delta_0^2k_F^2}{2\pi^2N}.$$

Each energy shift is at most of order $1/N$, but there are $N$ of them, and the sum tends to $-\delta_0k_F^2/(2\pi)$.

## From level shifts to an integral

Now let the phase shift $\delta(k)$ be continuous with $|\delta|\le M$, and let the dispersion $E$ have a continuous derivative $v$. The levels satisfy $k_{N,n}L_N+\delta(k_{N,n})=n\pi$. The claim is

$$\lim_{N\to\infty}\sum_{n=1}^N\bigl[E(k_{N,n})-E(q_{N,n})\bigr]=-\frac1\pi\int_0^{k_F}v(k)\,\delta(k)\,dk .$$

Dividing the quantisation condition by $L_N$ gives $k_{N,n}-q_{N,n}=-\delta(k_{N,n})/L_N$. By the mean value theorem there is a $\xi_{N,n}$, no farther from $q_{N,n}$ than $k_{N,n}$ is, with

$$E(k_{N,n})-E(q_{N,n})=v(\xi_{N,n})(k_{N,n}-q_{N,n})=-\frac{v(\xi_{N,n})\,\delta(k_{N,n})}{L_N}.$$

Since $1/L_N=k_F/(\pi N)$, the summed shift equals

$$-\frac1\pi\,\frac{k_F}{N}\sum_{n=1}^N v(\xi_{N,n})\,\delta(k_{N,n}).$$

This is almost a Riemann sum, except that the two factors are sampled at different points. Both points lie within $M/L_N=C/N$ of $q_{N,n}$, where $C=Mk_F/\pi$. For $t$ in the cell $[(n-1)k_F/N,\,nk_F/N]$, both are therefore within $(k_F+C)/N$ of $t$. All these points lie in $[-(k_F+C),k_F+C]$, and on the square of that interval $v(x)\delta(y)$ is uniformly continuous.

Given $\varepsilon>0$, for large $N$ the product $v(\xi_{N,n})\delta(k_{N,n})$ differs from $v(t)\delta(t)$ by at most $\varepsilon/(2k_F)$ throughout the cell. A cell then contributes an error of at most $\varepsilon/(2N)$, and all $N$ cells together at most $\varepsilon/2$. This proves the limit.

## An unbounded phase shift with runaway levels

As a purely mathematical example, not the phase shift of a physical finite-range scatterer, take $\delta(k)=-k^2$, $k_F=1/2$ and $E=k^2/2$. Then $L_N=2\pi N$, and the quantisation condition has the root

$$k_{N,n}=\pi N+\sqrt{\pi^2N^2-n\pi}\ \ge\ \pi N .$$

With this root for every $n$, each level's energy rises by at least $(\pi^2N^2-1/4)/2$, so the sum diverges, while the integral formula gives $1/(64\pi)$. Continuity alone is thus insufficient when any root may be chosen. The bound on $\delta$ keeps every root near its free level.

## The box, its levels and the summed energy

In Lean 4 with Mathlib:

```lean
import Mathlib

open Filter Topology Real

namespace FiniteSizeScattering

noncomputable section
```

The box length is tied to $N$, so the limit enlarges the box at fixed $k_F$.

```lean
/-- Length of the box whose `N`-th free level is the Fermi wavenumber `kF`, for `kF > 0` and
`N ≥ 1`. -/
def boxLength (kF : ℝ) (N : ℕ) : ℝ := N * π / kF
```

With `L = boxLength kF N`, the next definition is $q_{N,n}$.

```lean
/-- The `n`-th free wavenumber in a box of length `L ≠ 0`. -/
def freeLevel (L : ℝ) (n : ℕ) : ℝ := n * π / L
```

The quantisation condition is that of a wave $\sin(kr+\delta)$ vanishing at a hard wall $r=L$. In this sign convention a positive phase shift lowers the wavenumber.

```lean
/-- Quantisation condition for the `n`-th wavenumber `k` in a box of length `L`
with scattering phase shift `δ`. -/
def IsScatteringLevel (δ : ℝ → ℝ) (L : ℝ) (n : ℕ) (k : ℝ) : Prop :=
  k * L + δ k = n * π
```

The energy change compares the same $N$ labels with and without the scatterer, each occupied once; there is no spin factor.

```lean
/-- Sum over the levels `1, ..., N` of the energy at the wavenumber `k n` minus the energy
of the free level, for the dispersion `E` and a box of length `L ≠ 0`. -/
def bandEnergyShift (E : ℝ → ℝ) (L : ℝ) (N : ℕ) (k : ℕ → ℝ) : ℝ :=
  ∑ n ∈ Finset.Icc 1 N, (E (k n) - E (freeLevel L n))
```

## Existence and displacement of levels

Levels exist for every label in every box of positive length. At $k=(n\pi-M)/L$ the left side of the condition is at most $n\pi$, and at $k=(n\pi+M)/L$ it is at least $n\pi$; `intermediate_value_Icc` supplies a root between them.

```lean
/-- For a continuous bounded phase shift and a box of positive length, the quantisation
condition has a solution for every `n`. -/
theorem exists_scatteringLevel {δ : ℝ → ℝ} {M L : ℝ} (hδ : Continuous δ)
    (hM : ∀ x, |δ x| ≤ M) (hL : 0 < L) (n : ℕ) : ∃ k, IsScatteringLevel δ L n k := by
  have hM0 : 0 ≤ M := (abs_nonneg _).trans (hM 0)
  have hab : (n * π - M) / L ≤ (n * π + M) / L := by
    gcongr
    linarith
  have hc : Continuous fun k => k * L + δ k := by fun_prop
  have h1 := abs_le.1 (hM ((n * π - M) / L))
  have h2 := abs_le.1 (hM ((n * π + M) / L))
  have e1 : (n * π - M) / L * L = n * π - M := div_mul_cancel₀ _ hL.ne'
  have e2 : (n * π + M) / L * L = n * π + M := div_mul_cancel₀ _ hL.ne'
  obtain ⟨k, _, hk⟩ := intermediate_value_Icc hab hc.continuousOn
    (show (n : ℝ) * π ∈ Set.Icc _ _ from ⟨by linarith [h1.2], by linarith [h2.1]⟩)
  exact ⟨k, hk⟩
```

The displacement formula is the quantisation condition divided by $L$.

```lean
/-- In a box of nonzero length, scattering displaces a wavenumber from its free value
by `-δ(k)/L`. -/
theorem level_shift {δ : ℝ → ℝ} {L k : ℝ} {n : ℕ} (hL : L ≠ 0)
    (hk : IsScatteringLevel δ L n k) : k - freeLevel L n = -δ k / L := by
  unfold IsScatteringLevel at hk
  unfold freeLevel
  rw [← hk, add_div, mul_div_cancel_right₀ _ hL]
  ring
```

For the energy, the proof separates $k<q$, $k=q$ and $k>q$. In the outer cases `exists_hasDerivAt_eq_slope` is the mean value theorem, and `linear_combination` inserts the displacement. In the middle case $\xi=q$ works, because both sides vanish.

```lean
/-- For a differentiable dispersion `E` with derivative `v` and a box of nonzero length, the
energy of a level shifts by `-v(ξ) δ(k)/L`, with `ξ` no farther from the free level than `k`. -/
theorem level_energy_shift {E v δ : ℝ → ℝ} {L k : ℝ} {n : ℕ}
    (hE : ∀ x, HasDerivAt E (v x) x) (hL : L ≠ 0) (hk : IsScatteringLevel δ L n k) :
    ∃ ξ, |ξ - freeLevel L n| ≤ |k - freeLevel L n| ∧
      E k - E (freeLevel L n) = -(v ξ * δ k) / L := by
  have hs := level_shift hL hk
  have hc : Continuous E := continuous_iff_continuousAt.2 fun x => (hE x).continuousAt
  generalize freeLevel L n = q at hs ⊢
  rcases lt_trichotomy k q with h | h | h
  · obtain ⟨c, hcm, hv⟩ := exists_hasDerivAt_eq_slope E v h hc.continuousOn fun x _ => hE x
    rw [eq_div_iff (sub_pos.2 h).ne'] at hv
    refine ⟨c, ?_, by linear_combination hv + v c * hs⟩
    rw [abs_of_neg (sub_neg.2 hcm.2), abs_of_neg (sub_neg.2 h)]
    linarith [hcm.1]
  · have he : E k = E q := congrArg E h
    exact ⟨q, by simp, by linear_combination he + v q * hs - v q * h⟩
  · obtain ⟨c, hcm, hv⟩ := exists_hasDerivAt_eq_slope E v h hc.continuousOn fun x _ => hE x
    rw [eq_div_iff (sub_pos.2 h).ne'] at hv
    refine ⟨c, ?_, by linear_combination -hv + v c * hs⟩
    rw [abs_of_pos (sub_pos.2 hcm.1), abs_of_pos (sub_pos.2 h)]
    linarith [hcm.2]
```

## A Riemann sum with displaced sample points

Here `a`, `f`, `g`, `x`, `y` stand for $k_F$, $v$, $\delta$, $\xi$, $k$. The step `hu` is uniform continuity on the square, `hsplit` cuts the integral into cells, and `hcell` bounds the error of one cell. Cells are counted by `i` from zero, so cell `i` belongs to level $n=i+1$.

```lean
/-- For continuous `f` and `g`, `a/N` times the sum of `f (x N n) * g (y N n)` over `n = 1, ..., N`
tends to the integral of `f t * g t` over `[0, a]` as `N` grows, for `a > 0`, even if both sample
points are displaced from the free grid by up to `C/N`. -/
theorem tendsto_displaced_sum {f g : ℝ → ℝ} (hf : Continuous f) (hg : Continuous g)
    {a C : ℝ} (ha : 0 < a) (x y : ℕ → ℕ → ℝ)
    (hx : ∀ N n : ℕ, 1 ≤ n → n ≤ N → |x N n - n * a / N| ≤ C / N)
    (hy : ∀ N n : ℕ, 1 ≤ n → n ≤ N → |y N n - n * a / N| ≤ C / N) :
    Tendsto (fun N : ℕ => a / N * ∑ n ∈ Finset.Icc 1 N, f (x N n) * g (y N n)) atTop
      (𝓝 (∫ t in (0 : ℝ)..a, f t * g t)) := by
  have hC : 0 ≤ C := by simpa using (abs_nonneg _).trans (hx 1 1 le_rfl le_rfl)
  have hfg : Continuous fun t => f t * g t := by fun_prop
  have hG : Continuous fun p : ℝ × ℝ => f p.1 * g p.2 := by fun_prop
  have hK : IsCompact (Set.Icc (-(a + C)) (a + C) ×ˢ Set.Icc (-(a + C)) (a + C)) :=
    isCompact_Icc.prod isCompact_Icc
  have hsum : ∀ (F : ℕ → ℝ) (N : ℕ),
      ∑ n ∈ Finset.Icc 1 N, F n = ∑ i ∈ Finset.range N, F (i + 1) := by
    intro F N
    induction N with
    | zero => simp
    | succ N ih => rw [Finset.sum_Icc_succ_top (by omega), ih, Finset.sum_range_succ]
  rw [Metric.tendsto_atTop]
  intro ε hε
  -- uniform continuity on a square that contains all sample points
  obtain ⟨η, hη, hu⟩ := Metric.uniformContinuousOn_iff.1
    (hK.uniformContinuousOn_of_continuous hG.continuousOn) (ε / (2 * a)) (by positivity)
  obtain ⟨N₀, hN₀⟩ := exists_nat_gt ((a + C) / η)
  refine ⟨N₀ + 1, fun N hN => ?_⟩
  have hN1 : (1 : ℝ) ≤ N := by exact_mod_cast (by omega : 1 ≤ N)
  have hNpos : (0 : ℝ) < N := by linarith
  have hsmall : a / N + C / N < η := by
    have h1 : (N₀ : ℝ) ≤ N := by exact_mod_cast (by omega : N₀ ≤ N)
    have h2 := (div_lt_iff₀ hη).1 hN₀
    rw [← add_div, div_lt_iff₀ hNpos]
    linarith [mul_le_mul_of_nonneg_right h1 hη.le]
  -- the integral is a sum over the cells between neighbouring free levels
  have hsplit : ∑ i ∈ Finset.range N,
      ∫ t in ((i : ℝ) * a / N)..(((i + 1 : ℕ) : ℝ) * a / N), f t * g t
        = ∫ t in (0 : ℝ)..a, f t * g t := by
    have h := intervalIntegral.sum_integral_adjacent_intervals
      (f := fun t => f t * g t) (μ := MeasureTheory.volume)
      (a := fun i : ℕ => (i : ℝ) * a / N) (n := N)
      (fun i _ => hfg.intervalIntegrable _ _)
    have h0 : ((0 : ℕ) : ℝ) * a / N = 0 := by simp
    have h1 : (N : ℝ) * a / N = a := by field_simp
    simpa only [h0, h1] using h
  have hcell : ∀ i ∈ Finset.range N,
      |a / N * (f (x N (i + 1)) * g (y N (i + 1))) -
        ∫ t in ((i : ℝ) * a / N)..(((i + 1 : ℕ) : ℝ) * a / N), f t * g t|
        ≤ ε / (2 * a) * (a / N) := by
    intro i hi
    have hiN : i + 1 ≤ N := Finset.mem_range.1 hi
    have hX := abs_le.1 (hx N (i + 1) (by omega) hiN)
    have hY := abs_le.1 (hy N (i + 1) (by omega) hiN)
    have hw : ((i + 1 : ℕ) : ℝ) * a / N - (i : ℝ) * a / N = a / N := by
      push_cast
      ring
    have hl : 0 ≤ (i : ℝ) * a / N := by positivity
    have hr : ((i + 1 : ℕ) : ℝ) * a / N ≤ a := by
      rw [div_le_iff₀ hNpos, mul_comm a]
      exact mul_le_mul_of_nonneg_right (by exact_mod_cast hiN) ha.le
    have haN : 0 < a / N := by positivity
    have hCN : 0 ≤ C / N := by positivity
    have hCC : C / N ≤ C := div_le_self hC hN1
    generalize ((i + 1 : ℕ) : ℝ) * a / N = r at *
    generalize (i : ℝ) * a / N = l at *
    have hc : ∫ t in l..r, (f (x N (i + 1)) * g (y N (i + 1)) - f t * g t)
        = a / N * (f (x N (i + 1)) * g (y N (i + 1))) - ∫ t in l..r, f t * g t := by
      rw [intervalIntegral.integral_sub (continuous_const.intervalIntegrable _ _)
        (hfg.intervalIntegrable _ _), intervalIntegral.integral_const, hw, smul_eq_mul]
    have hb : ∀ t ∈ Set.uIoc l r,
        ‖f (x N (i + 1)) * g (y N (i + 1)) - f t * g t‖ ≤ ε / (2 * a) := by
      intro t ht
      rw [Set.uIoc_of_le (by linarith)] at ht
      obtain ⟨ht1, ht2⟩ := ht
      have h := hu (x N (i + 1), y N (i + 1))
        ⟨⟨by linarith [hX.1], by linarith [hX.2]⟩, ⟨by linarith [hY.1], by linarith [hY.2]⟩⟩
        (t, t) ⟨⟨by linarith, by linarith⟩, ⟨by linarith, by linarith⟩⟩
        (by
          rw [Prod.dist_eq]
          refine max_lt ?_ ?_
          · rw [Real.dist_eq, abs_lt]
            constructor <;> linarith [hX.1, hX.2]
          · rw [Real.dist_eq, abs_lt]
            constructor <;> linarith [hY.1, hY.2])
      rw [dist_eq_norm] at h
      exact h.le
    have hfin := intervalIntegral.norm_integral_le_of_norm_le_const hb
    rw [hw, abs_of_pos haN, hc, Real.norm_eq_abs] at hfin
    exact hfin
  rw [Real.dist_eq, ← hsplit, hsum, Finset.mul_sum, ← Finset.sum_sub_distrib]
  refine ((Finset.abs_sum_le_sum_abs _ _).trans (Finset.sum_le_sum hcell)).trans_lt ?_
  have he : (N : ℝ) * (ε / (2 * a) * (a / N)) = ε / 2 := by field_simp
  rw [Finset.sum_const, Finset.card_range, nsmul_eq_mul, he]
  linarith
```

## The limit for a general dispersion

In the theorem, `k N n` is $k_{N,n}$, and `hk` requires it to be a scattering level only for $1\le n\le N$. Any choice of roots is allowed; neither uniqueness nor ordering is assumed. `Tendsto … atTop (𝓝 …)` is the limit $N\to\infty$.

The proof collects the mean-value points with `choose`, bounds the displacements in `hdist`, and applies the Riemann-sum lemma. The last lines restore the factor $-1/\pi$.

```lean
/-- Fumi's theorem for one channel: for a continuous bounded phase shift, `kF > 0` and a dispersion
`E` with continuous derivative `v`, the summed energy shift of any levels solving the quantisation
condition for `n = 1, ..., N` tends to `-(1/π) ∫ v δ` over `[0, kF]` as the box grows at fixed `kF`.
-/
theorem fumi_theorem {E v δ : ℝ → ℝ} {M kF : ℝ} (hE : ∀ x, HasDerivAt E (v x) x)
    (hv : Continuous v) (hδ : Continuous δ) (hM : ∀ x, |δ x| ≤ M) (hkF : 0 < kF)
    (k : ℕ → ℕ → ℝ)
    (hk : ∀ N n, 1 ≤ n → n ≤ N → IsScatteringLevel δ (boxLength kF N) n (k N n)) :
    Tendsto (fun N => bandEnergyShift E (boxLength kF N) N (k N)) atTop
      (𝓝 (-(1 / π) * ∫ x in (0 : ℝ)..kF, v x * δ x)) := by
  have hπ := Real.pi_pos
  have hL : ∀ N n : ℕ, 1 ≤ n → n ≤ N → 0 < boxLength kF N := by
    intro N n h1 h2
    have : (0 : ℝ) < N := by exact_mod_cast (by omega : 0 < N)
    unfold boxLength
    positivity
  -- intermediate wavenumbers supplied by the mean value theorem
  have hex : ∀ N n : ℕ, ∃ ξ, 1 ≤ n → n ≤ N →
      |ξ - freeLevel (boxLength kF N) n| ≤ |k N n - freeLevel (boxLength kF N) n| ∧
      E (k N n) - E (freeLevel (boxLength kF N) n)
        = -(v ξ * δ (k N n)) / boxLength kF N := by
    intro N n
    by_cases h : 1 ≤ n ∧ n ≤ N
    · obtain ⟨ξ, hξ⟩ := level_energy_shift hE (hL N n h.1 h.2).ne' (hk N n h.1 h.2)
      exact ⟨ξ, fun _ _ => hξ⟩
    · exact ⟨0, fun h1 h2 => absurd ⟨h1, h2⟩ h⟩
  choose ξ hξ using hex
  have hfree : ∀ N n : ℕ, 1 ≤ n → n ≤ N →
      freeLevel (boxLength kF N) n = n * kF / N := by
    intro N n h1 h2
    have : (N : ℝ) ≠ 0 := by exact_mod_cast (by omega : N ≠ 0)
    unfold freeLevel boxLength
    field_simp
  -- every level lies within a distance of order 1/N of its free value
  have hdist : ∀ N n : ℕ, 1 ≤ n → n ≤ N →
      |k N n - freeLevel (boxLength kF N) n| ≤ M * kF / π / N := by
    intro N n h1 h2
    have hN : (N : ℝ) ≠ 0 := by exact_mod_cast (by omega : N ≠ 0)
    have hLp := hL N n h1 h2
    rw [level_shift hLp.ne' (hk N n h1 h2), abs_div, abs_neg, abs_of_pos hLp]
    calc |δ (k N n)| / boxLength kF N ≤ M / boxLength kF N :=
          div_le_div_of_nonneg_right (hM _) hLp.le
      _ = M * kF / π / N := by
          unfold boxLength
          field_simp
  have hlim := tendsto_displaced_sum hv hδ hkF ξ k
    (fun N n h1 h2 => by
      rw [← hfree N n h1 h2]
      exact (hξ N n h1 h2).1.trans (hdist N n h1 h2))
    (fun N n h1 h2 => by
      rw [← hfree N n h1 h2]
      exact hdist N n h1 h2)
  refine (hlim.const_mul (-(1 / π))).congr fun N => ?_
  unfold bandEnergyShift
  rw [Finset.mul_sum, Finset.mul_sum]
  refine Finset.sum_congr rfl fun n hn => ?_
  obtain ⟨h1, h2⟩ := Finset.mem_Icc.1 hn
  have hN : (N : ℝ) ≠ 0 := by exact_mod_cast (by omega : N ≠ 0)
  rw [(hξ N n h1 h2).2]
  unfold boxLength
  field_simp
```

Fumi's theorem is usually stated for an impurity in a metal, with a sum over angular momenta and spin. The result here concerns a single channel, and $\delta$ is a given function, not one computed from a potential. Bound-state energies and electron interactions do not enter. The theorem counts every real root as a level, even one with $k\le 0$, which is not a scattering state: for constant $\delta_0=\pi$ the root for $n=1$ is $k=0$, where $\sin(kr+\delta_0)$ vanishes identically.

Within this non-interacting, one-channel model, two scatterers whose continuous, bounded phase shifts agree on $[0,k_F]$ produce the same limiting band-energy change. Agreement modulo $\pi$ is not enough when the labels $1,\dots,N$ are kept: adding $m\pi$ to $\delta$, with $m$ an integer, changes the limit by $-m\,(E(k_F)-E(0))$. This is a matter of counting. The roots for label $n$ are then the earlier roots for label $n-m$, so for $m>0$ the sum trades $m$ roots near $k_F$ for $m$ roots near $k=0$.

## Free electrons and constant phase shifts

For $E=k^2/2$ the derivative is $v(k)=k$, and the limit becomes $-\frac1\pi\int_0^{k_F}k\,\delta(k)\,dk$.

```lean
/-- For free electrons with energy `k²/2`, a continuous bounded phase shift and `kF > 0`, the
band-energy change tends to `-(1/π) ∫ k δ(k) dk` over `[0, kF]`. -/
theorem fumi_free_electrons {δ : ℝ → ℝ} {M kF : ℝ} (hδ : Continuous δ)
    (hM : ∀ x, |δ x| ≤ M) (hkF : 0 < kF) (k : ℕ → ℕ → ℝ)
    (hk : ∀ N n, 1 ≤ n → n ≤ N → IsScatteringLevel δ (boxLength kF N) n (k N n)) :
    Tendsto (fun N => ∑ n ∈ Finset.Icc 1 N,
        ((k N n) ^ 2 - (freeLevel (boxLength kF N) n) ^ 2) / 2) atTop
      (𝓝 (-(1 / π) * ∫ x in (0 : ℝ)..kF, x * δ x)) := by
  have hE : ∀ x : ℝ, HasDerivAt (fun y : ℝ => y ^ 2 / 2) x x := fun x =>
    ((hasDerivAt_pow 2 x).div_const 2).congr_deriv (by norm_num)
  refine (fumi_theorem (v := fun x => x) hE continuous_id hδ hM hkF k hk).congr fun N => ?_
  unfold bandEnergyShift
  exact Finset.sum_congr rfl fun n _ => by ring
```

For constant $\delta_0$ and general $E$, the fundamental theorem of calculus evaluates the integral of $v$. The limit is $-(\delta_0/\pi)\,(E(k_F)-E(0))$, which for $E=k^2/2$ is the value found at the start.

```lean
/-- For a constant phase shift `δ₀`, `kF > 0` and a dispersion with continuous derivative, the
band-energy change tends to `-δ₀/π` times the energy difference between `kF` and zero. -/
theorem fumi_constant_phase {E v : ℝ → ℝ} {δ₀ kF : ℝ} (hE : ∀ x, HasDerivAt E (v x) x)
    (hv : Continuous v) (hkF : 0 < kF) (k : ℕ → ℕ → ℝ)
    (hk : ∀ N n, 1 ≤ n → n ≤ N →
      IsScatteringLevel (fun _ => δ₀) (boxLength kF N) n (k N n)) :
    Tendsto (fun N => bandEnergyShift E (boxLength kF N) N (k N)) atTop
      (𝓝 (-(δ₀ / π) * (E kF - E 0))) := by
  have h := fumi_theorem hE hv continuous_const (fun _ => le_refl |δ₀|) hkF k hk
  rw [intervalIntegral.integral_mul_const, intervalIntegral.integral_eq_sub_of_hasDerivAt
    (fun x _ => hE x) (hv.intervalIntegrable _ _)] at h
  convert h using 2
  ring

end

end FiniteSizeScattering
```

```lean
#print axioms FiniteSizeScattering.exists_scatteringLevel
#print axioms FiniteSizeScattering.fumi_free_electrons
#print axioms FiniteSizeScattering.fumi_constant_phase
```

```
'FiniteSizeScattering.exists_scatteringLevel' depends on axioms: [propext, Classical.choice, Quot.sound]
'FiniteSizeScattering.fumi_free_electrons' depends on axioms: [propext, Classical.choice, Quot.sound]
'FiniteSizeScattering.fumi_constant_phase' depends on axioms: [propext, Classical.choice, Quot.sound]
```
